# Geometric convergence of a fixed-step iteration for the ground-state Sternheimer equation in finite dimension

## A weak field and the missing excited states

An atom in its ground state is placed in a weak static electric field. Its induced dipole moment follows from the first-order change of the wave function. Let $H$ be the unperturbed Hamiltonian, $\psi_0$ the normalised ground state with energy $E_0$, and $W$ the coupling to the field. Collecting the terms linear in $W$ in the Schrödinger equation gives

$$(H-E_0)\,\psi_1=-(W-E_1)\,\psi_0,\qquad E_1=\langle\psi_0|W|\psi_0\rangle .$$

This is the Sternheimer equation. With $A=H-E_0$ and $b=(W-E_1)\psi_0$ it reads $Ax=-b$.

The familiar solution is a sum over excited states with energy denominators, which requires every excited state that overlaps with $b$. An iterative solution avoids computing them: given $E_0$, $b$ and a suitable step size, it uses $H$ only through its action on vectors. Starting from $x_0=0$, one repeats

$$x_{n+1}=x_n-s\,(Ax_n+b)$$

with a fixed step $s>0$. The bracket is the residual of the equation, so the iteration stops moving exactly when the equation is solved. The question is whether it reaches the sum over states, and how fast.

The operator $A$ is singular, since $A\psi_0=0$, so the equation has a solution only if $b$ is orthogonal to $\ker A$. For a non-degenerate ground state the subtraction of $E_1$ ensures this. For a degenerate one it holds if $\psi_0$ is chosen as an eigenstate of $W$ restricted to the ground-state eigenspace.

## The error bound

Let $\varphi_i$ be orthonormal eigenstates of $H$ that span the finite-dimensional state space, with real energies $\varepsilon_i$. The reduced resolvent $R$ is the sum over states

$$Rb=\sum_{\varepsilon_i\neq E_0}\frac{\langle\varphi_i|b\rangle}{E_0-\varepsilon_i}\,\varphi_i .$$

Some texts define $R$ with the opposite sign; with the sign used here, and for $b$ orthogonal to $\ker A$, $Rb$ is itself the solution of $Ax=-b$ that is orthogonal to $\ker A$. Adding any vector of $\ker A$ gives another solution.

Suppose that every level either equals $E_0$ or lies in $[E_0+D,\,E_0+M]$, where $0<D\le M$. If $b$ is orthogonal to $\ker A$ and $0<s<2/M$, then

$$q=\max(|1-sD|,\,|1-sM|)<1,\qquad \|x_n-Rb\|\le q^n\,\|Rb\|\quad\text{for all } n .$$

The constant $D$ is a lower bound on the excitation gap, and $M$ is an upper bound on the excitation energies that the basis can represent. Neither bound has to be attained. Since $D>0$, no level lies below $E_0$, which restricts the result to the response of the lowest level. That level may be degenerate. With or without degeneracy, for $b=(W-E_1)\psi_0$ the vector $Rb$ is the part of $\psi_1$ outside the ground-state eigenspace, and the Sternheimer equation does not determine the part inside it.

Sternheimer equations also appear for individual occupied orbitals in linear-response calculations of electronic structure. The theorem covers such an equation for the lowest orbital level, with a fixed Hermitian matrix $H$ and a fixed source $b$, without self-consistent updates of either. For a higher orbital, $H$ minus the orbital energy has negative eigenvalues and the condition on the levels fails.

## What the Lean statement says

The theorem is `sternheimer_convergence`. Its ingredients correspond to the physics as follows.

- `V` is a complex inner-product space, and `φ : OrthonormalBasis ι ℂ V` is a basis labelled by a finite type `ι`, which makes the space finite-dimensional. The inner product is linear in its second argument, as in Dirac notation.
- `H` is a linear map, and the hypothesis `h` says that each `φ i` is an eigenstate with energy `ε i`. Hermiticity enters through this orthonormal eigenbasis and the real type of `ε`. The eigenbasis is part of the input and is not constructed from `H`.
- `shifted H E₀` is $A$, `reducedResolvent φ ε E₀ b` is $Rb$, and `iterate (shifted H E₀) s b n` is $x_n$.
- `rate s D M` is $q$. Despite its name it is a factor per step, so a smaller value guarantees a faster decay of the error bound.
- `gap` is the condition on the levels, and `hb` says that every $v$ with $Av=0$ satisfies $\langle v|b\rangle=0$.

The conclusion has two parts, $q<1$ and the norm bound for every $n$. The source $b$ need not have the form $(W-E_1)\psi_0$. The hypotheses also allow $E_0$ to be no eigenvalue at all, in which case $\ker A$ contains only zero and the condition on $b$ is empty.

The error from truncating the basis lies outside the theorem. The bound controls the distance to the response within the chosen finite basis, not the distance from there to the response of the full Hamiltonian, whose spectrum has no finite upper bound $M$.

## Derivation in the eigenbasis

Write $a_i=\varepsilon_i-E_0$, and let $b_i=\langle\varphi_i|b\rangle$ and $r_i=\langle\varphi_i|Rb\rangle$.

**Components of $A$.** Expanding $v=\sum_j\langle\varphi_j|v\rangle\varphi_j$ and using $A\varphi_j=a_j\varphi_j$ gives

$$\langle\varphi_i|Av\rangle=\sum_j a_j\langle\varphi_j|v\rangle\langle\varphi_i|\varphi_j\rangle=a_i\langle\varphi_i|v\rangle .$$

**$Rb$ solves the equation.** From the definition, $r_i=-b_i/a_i$ if $a_i\neq0$, and $r_i=0$ if $a_i=0$. In the first case $a_ir_i=-b_i$. In the second case $\varphi_i$ lies in $\ker A$, so $b_i=0$ and again $a_ir_i=0=-b_i$. All components of $A(Rb)$ and $-b$ agree, hence $A(Rb)=-b$.

**One step of the error.** Let $e_n=x_n-Rb$. Replacing $b$ by $-A(Rb)$ in the iteration gives

$$e_{n+1}=e_n-s\,(Ax_n-A(Rb))=e_n-s\,Ae_n .$$

Each component is therefore multiplied by $1-sa_i$ per step. Since $e_0=-Rb$,

$$\langle\varphi_i|e_n\rangle=-(1-sa_i)^n\,r_i .$$

For states at $E_0$ the factor is $1$ and nothing decays, but there $r_i=0$, so there is no error to remove.

**The factor $q$.** From $0<sD\le sM<2$ it follows that $1-sD$ and $1-sM$ both lie strictly between $-1$ and $1$, so $q<1$. For a level with $D\le a_i\le M$,

$$1-sM\le 1-sa_i\le 1-sD,$$

and a number between two others is at most as large in modulus as the larger of their moduli. Hence $|1-sa_i|\le q$.

**The norm.** By Parseval's identity,

$$\|e_n\|^2=\sum_i|1-sa_i|^{2n}|r_i|^2\le q^{2n}\sum_i|r_i|^2=q^{2n}\|Rb\|^2 .$$

The terms with $a_i=0$ vanish on both sides. Taking square roots gives the bound.

## Three levels at 0, 1 and 3

Take $H=\mathrm{diag}(0,1,3)$ with $E_0=0$, $D=1$ and $M=3$, and let $b$ be the middle basis state. The permitted steps are $0<s<2/3$. For $s=1/2$ both moduli in $q$ equal $1/2$. The solution is $Rb=-b$, and the iteration gives $x_1=-\tfrac12b$, $x_2=-\tfrac34b$ and so on, with error norm $2^{-n}$. The bound is attained in this case.

The file contains this Hamiltonian as `threeLevel`. The theorem `threeLevel_witness` confirms the eigenstate, gap and orthogonality hypotheses for it; the numbers for $s=1/2$ come from the short calculation above.

## Definitions and theorems in Lean

```lean
import Mathlib

open scoped InnerProductSpace

namespace SternheimerIteration

noncomputable section

variable {V ι : Type*} [NormedAddCommGroup V] [InnerProductSpace ℂ V] [Fintype ι]

/-- The shifted Hamiltonian `A = H - E₀`. -/
def shifted (H : V →ₗ[ℂ] V) (E₀ : ℝ) : V →ₗ[ℂ] V := H - (E₀ : ℂ) • LinearMap.id

/-- The reduced resolvent as a sum over states: `R b = ∑ ⟨φᵢ|b⟩ / (E₀ - εᵢ) φᵢ`, where states
with energy `E₀` are left out. -/
def reducedResolvent (φ : OrthonormalBasis ι ℂ V) (ε : ι → ℝ) (E₀ : ℝ) (b : V) : V :=
  ∑ i, (if ε i = E₀ then 0 else ⟪φ i, b⟫_ℂ / ((E₀ : ℂ) - ε i)) • φ i

/-- The iteration `x₀ = 0`, `xₙ₊₁ = xₙ - s (A xₙ + b)`. -/
def iterate (A : V →ₗ[ℂ] V) (s : ℝ) (b : V) : ℕ → V
  | 0 => 0
  | n + 1 => iterate A s b n - (s : ℂ) • (A (iterate A s b n) + b)

/-- The convergence factor `q = max(|1 - sD|, |1 - sM|)`. -/
def rate (s D M : ℝ) : ℝ := max |1 - s * D| |1 - s * M|

variable {H : V →ₗ[ℂ] V} {φ : OrthonormalBasis ι ℂ V} {ε : ι → ℝ} {E₀ : ℝ}

/-- In an orthonormal eigenbasis of `H`, the shifted Hamiltonian multiplies the component along
`φᵢ` by `εᵢ - E₀`. -/
theorem inner_shifted (h : ∀ i, H (φ i) = (ε i : ℂ) • φ i) (i : ι) (v : V) :
    ⟪φ i, shifted H E₀ v⟫_ℂ = ((ε i : ℂ) - E₀) * ⟪φ i, v⟫_ℂ := by
  classical
  have hA : ∀ j, shifted H E₀ (φ j) = ((ε j : ℂ) - E₀) • φ j := fun j => by
    simp [shifted, h j, sub_smul]
  calc ⟪φ i, shifted H E₀ v⟫_ℂ
      = ⟪φ i, shifted H E₀ (∑ j, ⟪φ j, v⟫_ℂ • φ j)⟫_ℂ := by rw [φ.sum_repr' v]
    _ = ((ε i : ℂ) - E₀) * ⟪φ i, v⟫_ℂ := by
      simp only [map_sum, map_smul, hA, inner_sum, inner_smul_right,
        orthonormal_iff_ite.mp φ.orthonormal, mul_ite, mul_one, mul_zero,
        Finset.sum_ite_eq, Finset.mem_univ, if_true]
      ring

/-- The component of `R b` along `φᵢ` is `⟨φᵢ|b⟩ / (E₀ - εᵢ)`, or zero if `εᵢ = E₀`. -/
theorem inner_reducedResolvent (i : ι) (b : V) :
    ⟪φ i, reducedResolvent φ ε E₀ b⟫_ℂ =
      if ε i = E₀ then 0 else ⟪φ i, b⟫_ℂ / ((E₀ : ℂ) - ε i) :=
  φ.orthonormal.inner_right_fintype _ i

/-- In an orthonormal eigenbasis of `H` with real energies `εᵢ`, a basis state with `εᵢ ≠ E₀` is
orthogonal to the kernel of `H - E₀`. -/
theorem excited_orthogonal (h : ∀ i, H (φ i) = (ε i : ℂ) • φ i) {i : ι} (hi : ε i ≠ E₀)
    (v : V) (hv : shifted H E₀ v = 0) : ⟪v, φ i⟫_ℂ = 0 := by
  have h1 := inner_shifted (E₀ := E₀) h i v
  rw [hv, inner_zero_right] at h1
  have hne : (ε i : ℂ) - E₀ ≠ 0 := sub_ne_zero.mpr fun e => hi (Complex.ofReal_injective e)
  exact inner_eq_zero_symm.mp ((mul_eq_zero.mp h1.symm).resolve_left hne)

/-- Let `φ` be an orthonormal eigenbasis of `H` with real energies `εᵢ`. For `b` orthogonal to the
kernel of `H - E₀`, the vector `R b` solves the Sternheimer equation `(H - E₀) x = -b`. -/
theorem sternheimer_equation (h : ∀ i, H (φ i) = (ε i : ℂ) • φ i) {b : V}
    (hb : ∀ v, shifted H E₀ v = 0 → ⟪v, b⟫_ℂ = 0) :
    shifted H E₀ (reducedResolvent φ ε E₀ b) = -b := by
  -- both sides have the same components in the eigenbasis
  have hcomp : ∀ i, ⟪φ i, shifted H E₀ (reducedResolvent φ ε E₀ b)⟫_ℂ = ⟪φ i, -b⟫_ℂ := by
    intro i
    rw [inner_shifted h, inner_reducedResolvent, inner_neg_right]
    by_cases hi : ε i = E₀
    · have h0 : ⟪φ i, b⟫_ℂ = 0 := hb _ (by simp [shifted, h i, hi])
      simp [hi, h0]
    · have hne : (E₀ : ℂ) - ε i ≠ 0 :=
        sub_ne_zero.mpr fun e => hi (Complex.ofReal_injective e).symm
      rw [if_neg hi, ← mul_div_assoc, div_eq_iff hne]
      ring
  exact (φ.sum_repr' _).symm.trans
    ((Finset.sum_congr rfl fun i _ => by rw [hcomp i]).trans (φ.sum_repr' (-b)))

/-- Let `φ` be an orthonormal eigenbasis of `H` with real energies `εᵢ`, and let `b` be orthogonal
to the kernel of `H - E₀`. After `n` steps the component of the error `xₙ - R b` along `φᵢ` is
`-(1 - s (εᵢ - E₀))ⁿ` times the component of `R b`. -/
theorem error_component (h : ∀ i, H (φ i) = (ε i : ℂ) • φ i) {b : V}
    (hb : ∀ v, shifted H E₀ v = 0 → ⟪v, b⟫_ℂ = 0) (s : ℝ) (n : ℕ) (i : ι) :
    ⟪φ i, iterate (shifted H E₀) s b n - reducedResolvent φ ε E₀ b⟫_ℂ =
      -((1 - s * (ε i - E₀) : ℝ) : ℂ) ^ n * ⟪φ i, reducedResolvent φ ε E₀ b⟫_ℂ := by
  induction n with
  | zero => simp [iterate]
  | succ n ih =>
    have step : iterate (shifted H E₀) s b (n + 1) - reducedResolvent φ ε E₀ b =
        (iterate (shifted H E₀) s b n - reducedResolvent φ ε E₀ b) - (s : ℂ) •
          shifted H E₀ (iterate (shifted H E₀) s b n - reducedResolvent φ ε E₀ b) := by
      rw [map_sub, sternheimer_equation h hb]
      simp only [iterate]
      module
    rw [step, inner_sub_right, inner_smul_right, inner_shifted h, ih]
    push_cast
    ring

/-- Let `φ` be an orthonormal eigenbasis of `H` with real energies `εᵢ`, each of them equal to `E₀`
or in `[E₀ + D, E₀ + M]`, where `0 < D ≤ M`, and let `b` be orthogonal to the kernel of `H - E₀`.
For `0 < s < 2/M` the factor `q` is below one and `‖xₙ - R b‖ ≤ qⁿ ‖R b‖`. -/
theorem sternheimer_convergence (h : ∀ i, H (φ i) = (ε i : ℂ) • φ i) {D M s : ℝ}
    (hD : 0 < D) (hDM : D ≤ M) (gap : ∀ i, ε i = E₀ ∨ (E₀ + D ≤ ε i ∧ ε i ≤ E₀ + M))
    (hs : 0 < s) (hsM : s < 2 / M) {b : V}
    (hb : ∀ v, shifted H E₀ v = 0 → ⟪v, b⟫_ℂ = 0) :
    rate s D M < 1 ∧ ∀ n, ‖iterate (shifted H E₀) s b n - reducedResolvent φ ε E₀ b‖ ≤
      rate s D M ^ n * ‖reducedResolvent φ ε E₀ b‖ := by
  have hq : 0 ≤ rate s D M := (abs_nonneg _).trans (le_max_left _ _)
  constructor
  · have h1 : s * M < 2 := (lt_div_iff₀ (hD.trans_le hDM)).mp hsM
    have h2 : 0 < s * D := mul_pos hs hD
    have h3 : s * D ≤ s * M := mul_le_mul_of_nonneg_left hDM hs.le
    exact max_lt (abs_lt.mpr ⟨by linarith, by linarith⟩)
      (abs_lt.mpr ⟨by linarith, by linarith⟩)
  · intro n
    -- compare the squared norms component by component
    refine (sq_le_sq₀ (norm_nonneg _) (by positivity)).mp ?_
    rw [mul_pow, ← φ.sum_sq_norm_inner_right, ← φ.sum_sq_norm_inner_right, Finset.mul_sum]
    refine Finset.sum_le_sum fun i _ => ?_
    rw [error_component h hb, norm_mul, norm_neg, norm_pow, Complex.norm_real,
      Real.norm_eq_abs, mul_pow]
    rcases gap i with hi | ⟨h1, h2⟩
    · simp [inner_reducedResolvent, hi]
    · have hc : |1 - s * (ε i - E₀)| ≤ rate s D M := by
        rw [rate, max_comm]
        exact abs_le_max_abs_abs (by nlinarith) (by nlinarith)
      gcongr

/-- The three-level Hamiltonian `diag(0, 1, 3)`. -/
def threeLevel : EuclideanSpace ℂ (Fin 3) →ₗ[ℂ] EuclideanSpace ℂ (Fin 3) where
  toFun v := !₂[0, v 1, 3 * v 2]
  map_add' u v := by ext i; fin_cases i <;> simp [mul_add]
  map_smul' c v := by ext i; fin_cases i <;> simp [mul_left_comm]

/-- The Hamiltonian `diag(0, 1, 3)` with its standard basis, `E₀ = 0`, `D = 1`, `M = 3` and `b` the
middle basis state meets the eigenstate, gap and orthogonality hypotheses. -/
theorem threeLevel_witness :
    (∀ i, threeLevel (EuclideanSpace.basisFun (Fin 3) ℂ i) =
      (((![0, 1, 3] : Fin 3 → ℝ) i : ℝ) : ℂ) • EuclideanSpace.basisFun (Fin 3) ℂ i) ∧
    (∀ i, (![0, 1, 3] : Fin 3 → ℝ) i = 0 ∨
      (0 + 1 ≤ (![0, 1, 3] : Fin 3 → ℝ) i ∧ (![0, 1, 3] : Fin 3 → ℝ) i ≤ 0 + 3)) ∧
    ∀ v, shifted threeLevel 0 v = 0 → ⟪v, EuclideanSpace.basisFun (Fin 3) ℂ 1⟫_ℂ = 0 := by
  have h : ∀ i, threeLevel (EuclideanSpace.basisFun (Fin 3) ℂ i) =
      (((![0, 1, 3] : Fin 3 → ℝ) i : ℝ) : ℂ) • EuclideanSpace.basisFun (Fin 3) ℂ i := by
    intro i
    ext j
    fin_cases i <;> fin_cases j <;> simp [threeLevel]
  refine ⟨h, fun i => ?_, excited_orthogonal h (by simp)⟩
  fin_cases i <;> norm_num

end

end SternheimerIteration
```

```lean
#print axioms SternheimerIteration.sternheimer_equation
-- 'SternheimerIteration.sternheimer_equation' depends on axioms: [propext, Classical.choice, Quot.sound]
#print axioms SternheimerIteration.sternheimer_convergence
-- 'SternheimerIteration.sternheimer_convergence' depends on axioms: [propext, Classical.choice, Quot.sound]
```

## From components to the norm bound in Lean

`inner_shifted` is the component formula for $A$. Its `calc` block first replaces $v$ by its basis expansion, using `φ.sum_repr'`. The `simp only` call then moves $A$ and the inner product through the sum, and orthonormality leaves the single term $j=i$.

`inner_reducedResolvent` reads off $r_i$. Because `reducedResolvent` is defined as a linear combination of the basis states, one Mathlib lemma on orthonormal families returns the coefficient, including the case distinction at $E_0$.

`sternheimer_equation` proves $A(Rb)=-b$ by comparing components. The command `by_cases hi : ε i = E₀` separates the two cases of the derivation. At $E_0$, the hypothesis `hb` is applied to the eigenstate `φ i` and gives $b_i=0$. Away from $E_0$ the denominator is non-zero and can be cleared. The last lines of the proof reassemble both vectors from their equal components.

`error_component` is an induction on $n$. The case $n=0$ is $e_0=-Rb$. In the induction step, the auxiliary identity `step` is $e_{n+1}=e_n-sAe_n$. It uses `sternheimer_equation` to replace $A(Rb)$ by $-b$, after which `module` verifies the remaining vector identity. Taking the component along `φ i` and inserting `inner_shifted` and the induction hypothesis produces one more factor $1-s(\varepsilon_i-E_0)$. In the Lean formula the power binds more tightly than the leading minus sign, so this minus sign is not raised to the power $n$.

`sternheimer_convergence` treats its two claims separately. For $q<1$, the hypothesis $s<2/M$ is turned into $sM<2$, and `linarith` obtains the four inequalities that place $1-sD$ and $1-sM$ between $-1$ and $1$.

For the norm bound, `sq_le_sq₀` passes to squared norms, which is legitimate because both sides are non-negative. Two rewrites with `φ.sum_sq_norm_inner_right` apply Parseval's identity to the error and to $Rb$. The lemma `Finset.sum_le_sum` then reduces the claim to one inequality per eigenstate, into which `error_component` is inserted. The line beginning with `rcases gap i` splits the levels. For a level at $E_0$, `simp` finds that the component of $Rb$ is zero. For an excited level, `abs_le_max_abs_abs` expresses the fact about a number between two others, and `nlinarith` supplies the two enclosing inequalities. Finally, `gcongr` carries $|1-sa_i|\le q$ through the powers and the product with $|r_i|^2$.

`excited_orthogonal` serves the example. If $Av=0$, then $a_i\langle\varphi_i|v\rangle=0$, and $a_i\neq0$ forces the overlap to vanish. `threeLevel_witness` uses it to show that the middle state is orthogonal to the kernel, and checks the eigenvalue equations and the gap condition entry by entry.
